# At a Schrödinger solution with fixed initial state vector, the quantum action has first variation $i\langle\psi(T),\varphi(T)\rangle$

## States, paths and the action

Units have $\hbar=1$. The inner product $\langle x,y\rangle$ is conjugate-linear in $x$ and linear in $y$. A path $\psi$ assigns a state $\psi(t)$ to each time $t$, and a prime denotes the time derivative. The Hamiltonian $H(t)$ may depend on time; the formulas for the first variation assume that it is Hermitian and continuous in time. The action is taken from time $0$ to a final time $T$. A variation $\varphi$ changes the path $\psi$ to $\psi+s\varphi$ with $s$ real, and a fixed initial state vector means $\varphi(0)=0$.

```lean
import Mathlib

open Complex
open scoped InnerProductSpace

namespace QuantumActionBoundary

noncomputable section

variable {E : Type*} [NormedAddCommGroup E] [InnerProductSpace ℂ E]
  {H : ℝ → E →L[ℂ] E} {T : ℝ} {ψ φ : ℝ → E}
```

The states live in `E`, a complex inner product space of any dimension. The type `ℝ → E →L[ℂ] E` says that `H` assigns to each real time a bounded linear operator on `E`. For $E=\mathbb C^n$ this is a time-dependent $n\times n$ matrix. Unbounded Hamiltonians, such as the kinetic energy on continuous space, are not covered; their matrices in a finite orthonormal basis are.

```lean
/-- The residual `i ψ' - H ψ` of the time-dependent Schrödinger equation at time `t`. -/
def residual (H : ℝ → E →L[ℂ] E) (ψ : ℝ → E) (t : ℝ) : E :=
  I • deriv ψ t - H t (ψ t)
```

The residual measures how far a path is from solving the Schrödinger equation:
$$R[\psi](t)=i\psi'(t)-H(t)\psi(t).$$
In Lean, `deriv ψ t` is $\psi'(t)$, and `•` multiplies a vector by a scalar.

```lean
/-- The quantum action: the time integral of `⟨ψ, (i d/dt - H) ψ⟩` from `0` to `T`. -/
def action (H : ℝ → E →L[ℂ] E) (T : ℝ) (ψ : ℝ → E) : ℂ :=
  ∫ t in (0 : ℝ)..T, ⟪ψ t, residual H ψ t⟫_ℂ
```

This is the action
$$A[\psi]=\int_0^T\langle\psi(t),R[\psi](t)\rangle\,dt.$$
It takes complex values, because $\langle\psi,i\psi'\rangle$ need not be real when the norm of $\psi$ changes. Neither $\psi$ nor the varied path has to be normalised.

```lean
/-- The action of `ψ + s φ`, as a function of the real number `s`, has derivative `a`
at `s = 0`. -/
def HasFirstVariation (H : ℝ → E →L[ℂ] E) (T : ℝ) (ψ φ : ℝ → E) (a : ℂ) : Prop :=
  HasDerivAt (fun s : ℝ => action H T (fun t => ψ t + (s : ℂ) • φ t)) a 0
```

`HasFirstVariation H T ψ φ a` says that the function $s\mapsto A[\psi+s\varphi]$ is differentiable at $s=0$ with derivative $a$. The parameter $s$ is real, and `(s : ℂ)` is the same number regarded as complex.

## The action is quadratic along a variation

```lean
/-- For a continuous Hamiltonian and a C¹ path, the residual is continuous in time. -/
theorem continuous_residual (hH : Continuous H) (hψ : ContDiff ℝ 1 ψ) :
    Continuous (residual H ψ) :=
  ((contDiff_one_iff_deriv.mp hψ).2.const_smul I).sub (hH.clm_apply hψ.continuous)
```

`ContDiff ℝ 1 ψ` means that $\psi$ is continuously differentiable on the whole real line. `Continuous H` means continuity in the operator norm. Then $i\psi'$ and $H\psi$ are both continuous, hence so is $R[\psi]$, and the integrals below are ordinary integrals of continuous functions.

```lean
/-- Along `ψ + s φ` the action is a quadratic polynomial in `s`. -/
theorem action_expansion (hH : Continuous H) (hψ : ContDiff ℝ 1 ψ) (hφ : ContDiff ℝ 1 φ)
    (s : ℝ) :
    action H T (fun t => ψ t + (s : ℂ) • φ t) = action H T ψ
      + (s : ℂ) * ((∫ t in (0 : ℝ)..T, ⟪φ t, residual H ψ t⟫_ℂ)
        + ∫ t in (0 : ℝ)..T, ⟪ψ t, residual H φ t⟫_ℂ)
      + (s : ℂ) ^ 2 * action H T φ := by
  have hRψ := continuous_residual hH hψ
  have hRφ := continuous_residual hH hφ
  -- the residual is linear in the path
  have hres : ∀ t, residual H (fun t => ψ t + (s : ℂ) • φ t) t
      = residual H ψ t + (s : ℂ) • residual H φ t := by
    intro t
    have hd : HasDerivAt (fun t => ψ t + (s : ℂ) • φ t)
        (deriv ψ t + (s : ℂ) • deriv φ t) t :=
      ((contDiff_one_iff_deriv.mp hψ).1 t).hasDerivAt.add
        (((contDiff_one_iff_deriv.mp hφ).1 t).hasDerivAt.const_smul (s : ℂ))
    simp only [residual, hd.deriv, map_add, map_smul]
    module
  have i1 := (hψ.continuous.inner (𝕜 := ℂ) hRψ).intervalIntegrable (μ := MeasureTheory.volume) 0 T
  have i2 := (hφ.continuous.inner (𝕜 := ℂ) hRψ).intervalIntegrable (μ := MeasureTheory.volume) 0 T
  have i3 := (hψ.continuous.inner (𝕜 := ℂ) hRφ).intervalIntegrable (μ := MeasureTheory.volume) 0 T
  have i4 := (hφ.continuous.inner (𝕜 := ℂ) hRφ).intervalIntegrable (μ := MeasureTheory.volume) 0 T
  unfold action
  rw [← intervalIntegral.integral_add i2 i3, ← intervalIntegral.integral_const_mul,
    ← intervalIntegral.integral_const_mul,
    ← intervalIntegral.integral_add i1 ((i2.add i3).const_mul _),
    ← intervalIntegral.integral_add (i1.add ((i2.add i3).const_mul _)) (i4.const_mul _)]
  refine intervalIntegral.integral_congr fun t _ => ?_
  simp only [hres, inner_add_left, inner_add_right, inner_smul_left, inner_smul_right,
    Complex.conj_ofReal]
  ring
```

By hand, the residual is linear in the path, so $R[\psi+s\varphi]=R[\psi]+sR[\varphi]$. Since $s$ is real, it comes out of either slot of the inner product unchanged:
$$\langle\psi+s\varphi,R[\psi+s\varphi]\rangle=\langle\psi,R[\psi]\rangle+s\big(\langle\varphi,R[\psi]\rangle+\langle\psi,R[\varphi]\rangle\big)+s^2\langle\varphi,R[\varphi]\rangle.$$
Integrating over time gives the theorem.

In the proof, `hres` is the linearity of the residual, and `i1` to `i4` record that the four terms are integrable. The rewrites collect the right-hand side under one integral, and `ring` checks that the integrands agree.

## Integration by parts leaves a boundary term

```lean
/-- Moving `i d/dt - H` from one path to the other under the time integral leaves
a boundary term at the two end times. -/
theorem residual_by_parts (hH : Continuous H) (hs : ∀ t, (H t : E →ₗ[ℂ] E).IsSymmetric)
    (hψ : ContDiff ℝ 1 ψ) (hφ : ContDiff ℝ 1 φ) :
    ∫ t in (0 : ℝ)..T, ⟪ψ t, residual H φ t⟫_ℂ
      = (∫ t in (0 : ℝ)..T, ⟪residual H ψ t, φ t⟫_ℂ)
        + I * (⟪ψ T, φ T⟫_ℂ - ⟪ψ 0, φ 0⟫_ℂ) := by
  obtain ⟨dψ, cψ⟩ := contDiff_one_iff_deriv.mp hψ
  obtain ⟨dφ, cφ⟩ := contDiff_one_iff_deriv.mp hφ
  have i1 := ((continuous_residual hH hψ).inner (𝕜 := ℂ) hφ.continuous).intervalIntegrable
    (μ := MeasureTheory.volume) 0 T
  have i2 : IntervalIntegrable (fun t => ⟪ψ t, deriv φ t⟫_ℂ + ⟪deriv ψ t, φ t⟫_ℂ)
      MeasureTheory.volume 0 T :=
    ((hψ.continuous.inner (𝕜 := ℂ) cφ).add
      (cψ.inner (𝕜 := ℂ) hφ.continuous)).intervalIntegrable 0 T
  -- the boundary term is the integral of the derivative of the overlap
  have key := intervalIntegral.integral_eq_sub_of_hasDerivAt
    (fun t _ => (dψ t).hasDerivAt.inner ℂ (dφ t).hasDerivAt) i2
  rw [← key, ← intervalIntegral.integral_const_mul,
    ← intervalIntegral.integral_add i1 (i2.const_mul I)]
  refine intervalIntegral.integral_congr fun t _ => ?_
  have h : ⟪H t (ψ t), φ t⟫_ℂ = ⟪ψ t, H t (φ t)⟫_ℂ := hs t _ _
  simp only [residual, inner_sub_left, inner_sub_right, inner_smul_left, inner_smul_right,
    Complex.conj_I, h]
  ring
```

The hypothesis `hs` is Hermiticity at every time: $\langle H(t)x,y\rangle=\langle x,H(t)y\rangle$. The product rule gives
$$\langle\psi,i\varphi'\rangle=i\frac{d}{dt}\langle\psi,\varphi\rangle-i\langle\psi',\varphi\rangle=i\frac{d}{dt}\langle\psi,\varphi\rangle+\langle i\psi',\varphi\rangle,$$
because $i$ becomes $-i$ when it leaves the first slot. Subtracting $\langle\psi,H\varphi\rangle=\langle H\psi,\varphi\rangle$ yields
$$\langle\psi,R[\varphi]\rangle=\langle R[\psi],\varphi\rangle+i\frac{d}{dt}\langle\psi,\varphi\rangle,$$
and integration from $0$ to $T$ produces the boundary term.

In Lean, `key` is the fundamental theorem of calculus applied to $\langle\psi,\varphi\rangle$, and `h` is Hermiticity for the two states at time $t$.

```lean
/-- First variation of the action around an arbitrary C¹ path: a bulk term containing the
Schrödinger residual, plus a boundary term. -/
theorem first_variation (hH : Continuous H) (hs : ∀ t, (H t : E →ₗ[ℂ] E).IsSymmetric)
    (hψ : ContDiff ℝ 1 ψ) (hφ : ContDiff ℝ 1 φ) :
    HasFirstVariation H T ψ φ
      ((∫ t in (0 : ℝ)..T, ⟪φ t, residual H ψ t⟫_ℂ)
        + (∫ t in (0 : ℝ)..T, ⟪residual H ψ t, φ t⟫_ℂ)
        + I * (⟪ψ T, φ T⟫_ℂ - ⟪ψ 0, φ 0⟫_ℂ)) := by
  rw [add_assoc, ← residual_by_parts hH hs hψ hφ]
  unfold HasFirstVariation
  rw [funext fun s : ℝ => action_expansion (T := T) hH hψ hφ s]
  have h1 : HasDerivAt (fun s : ℝ => (s : ℂ)) 1 0 :=
    (Complex.ofRealCLM.hasDerivAt (x := (0 : ℝ))).congr_deriv (by simp)
  exact (((h1.mul_const _).const_add _).add ((h1.pow 2).mul_const _)).congr_deriv (by simp)
```

The derivative of the quadratic polynomial at $s=0$ is its linear coefficient. Integration by parts turns this into
$$\int_0^T\big(\langle\varphi,R[\psi]\rangle+\langle R[\psi],\varphi\rangle\big)dt+i\big(\langle\psi(T),\varphi(T)\rangle-\langle\psi(0),\varphi(0)\rangle\big).$$
This holds around any $C^1$ path, whether or not it solves the Schrödinger equation. The Lean proof first uses the integration by parts to rewrite the claimed value as the linear coefficient, then replaces the action by its expansion, and differentiates $s$ and $s^2$ at zero.

## On a solution only the final time contributes

```lean
/-- Around a solution of the Schrödinger equation, a variation that vanishes at time `0`
changes the action to first order by `i ⟨ψ(T), φ(T)⟩`. -/
theorem first_variation_of_solution (hT : 0 ≤ T) (hH : Continuous H)
    (hs : ∀ t, (H t : E →ₗ[ℂ] E).IsSymmetric) (hψ : ContDiff ℝ 1 ψ)
    (hsol : ∀ t ∈ Set.Icc 0 T, I • deriv ψ t = H t (ψ t))
    (hφ : ContDiff ℝ 1 φ) (hφ0 : φ 0 = 0) :
    HasFirstVariation H T ψ φ (I * ⟪ψ T, φ T⟫_ℂ) := by
  have hr : ∀ t ∈ Set.uIcc 0 T, residual H ψ t = 0 := fun t ht =>
    sub_eq_zero.mpr (hsol t (by rwa [Set.uIcc_of_le hT] at ht))
  have z1 : ∫ t in (0 : ℝ)..T, ⟪φ t, residual H ψ t⟫_ℂ = 0 := by
    rw [intervalIntegral.integral_congr (g := fun _ => (0 : ℂ))
      (fun t ht => by simp [hr t ht])]
    simp
  have z2 : ∫ t in (0 : ℝ)..T, ⟪residual H ψ t, φ t⟫_ℂ = 0 := by
    rw [intervalIntegral.integral_congr (g := fun _ => (0 : ℂ))
      (fun t ht => by simp [hr t ht])]
    simp
  have h := first_variation (T := T) hH hs hψ hφ
  rwa [z1, z2, hφ0, inner_zero_right, sub_zero, add_zero, zero_add] at h
```

Here $T\ge0$, the Schrödinger equation $i\psi'=H\psi$ holds for $t$ in $[0,T]$ (`hsol`), and the variation starts from zero (`hφ0`). Hence $R[\psi]=0$ on the interval, which removes both integrals, and $\varphi(0)=0$ removes the initial boundary term. What remains is
$$\frac{d}{ds}A[\psi+s\varphi]\Big|_{s=0}=i\langle\psi(T),\varphi(T)\rangle.$$
The steps `z1` and `z2` are the two vanishing integrals, and the last line inserts them in the general formula.

In time-dependent density functional theory, varying a driving potential with the initial state fixed generally changes the final state vector, including its phase, so this boundary term matters for action principles there. For normalised states it records the first-order phase change along $\psi(T)$, and a change orthogonal to $\psi(T)$ does not contribute; the theorem itself concerns the action of a state under a bounded Hamiltonian and contains no density functional.

Hermiticity is needed. Take $E=\mathbb C$ and the non-Hermitian $H=-i$, which describes decay. Then $\psi(t)=e^{-t}$ solves $i\psi'=H\psi$. For $\varphi(t)=t\psi(t)$ one finds $R[\varphi]=i\psi$, so the derivative of the action is
$$i\int_0^T e^{-2t}\,dt=\frac i2\big(1-e^{-2T}\big).$$
At $T=1$ this is about $0.432\,i$, whereas $i\langle\psi(1),\varphi(1)\rangle=ie^{-2}\approx0.135\,i$.

## A variation with nonzero first-order change

```lean
/-- The overlap of a state with itself is its squared norm. -/
theorem inner_self_ofReal (x : E) : ⟪x, x⟫_ℂ = ((‖x‖ ^ 2 : ℝ) : ℂ) :=
  (inner_self_eq_norm_sq_to_K x).trans (Complex.ofReal_pow ‖x‖ 2).symm
```

This is $\langle x,x\rangle=\|x\|^2$, with the real number on the right regarded as complex.

```lean
/-- For a solution `ψ`, the variation `t ψ(t)`, which vanishes at time `0`, changes the action
to first order by `i T ‖ψ(0)‖²`. -/
theorem first_variation_linear_ramp (hT : 0 ≤ T) (hH : Continuous H)
    (hs : ∀ t, (H t : E →ₗ[ℂ] E).IsSymmetric) (hψ : ContDiff ℝ 1 ψ)
    (hsol : ∀ t ∈ Set.Icc 0 T, I • deriv ψ t = H t (ψ t)) :
    HasFirstVariation H T ψ (fun t => t • ψ t) (I * (T * (‖ψ 0‖ ^ 2 : ℝ))) := by
  -- norm conservation, from the integration by parts with both paths equal to `ψ`
  have hn : ⟪ψ T, ψ T⟫_ℂ = ⟪ψ 0, ψ 0⟫_ℂ := by
    have hr : ∀ t ∈ Set.uIcc 0 T, residual H ψ t = 0 := fun t ht =>
      sub_eq_zero.mpr (hsol t (by rwa [Set.uIcc_of_le hT] at ht))
    have h := residual_by_parts (T := T) hH hs hψ hψ
    rw [intervalIntegral.integral_congr (g := fun t => ⟪residual H ψ t, ψ t⟫_ℂ)
      (fun t ht => by simp [hr t ht])] at h
    have h0 : I * (⟪ψ T, ψ T⟫_ℂ - ⟪ψ 0, ψ 0⟫_ℂ) = 0 := by linear_combination -h
    exact sub_eq_zero.mp ((mul_eq_zero.mp h0).resolve_left I_ne_zero)
  have h := first_variation_of_solution hT hH hs hψ hsol
    (φ := fun t => t • ψ t) (contDiff_id.smul hψ) (by simp)
  have hc : T • ψ T = (T : ℂ) • ψ T := (Complex.coe_smul T (ψ T)).symm
  simp only [hc, inner_smul_right, hn, inner_self_ofReal] at h
  exact h
```

The variation $\varphi(t)=t\psi(t)$ vanishes at time $0$ and equals $T\psi(T)$ at the end. The previous theorem therefore gives $i\langle\psi(T),T\psi(T)\rangle=iT\|\psi(T)\|^2$. To replace the final norm by the initial one, put $\varphi=\psi$ in the integration by parts. Both integrals vanish on a solution, leaving
$$i\big(\|\psi(T)\|^2-\|\psi(0)\|^2\big)=0.$$
This norm conservation is `hn` in the proof. The first variation is thus $iT\|\psi(0)\|^2$, which is nonzero if $T>0$ and $\psi(0)\ne0$. In that case the action is not stationary under all variations that fix only the initial vector. This variation replaces $\psi(t)$ by $(1+st)\psi(t)$, which for small $s$ changes only the norm: the varied path is not normalised, and wherever $1+st\ne0$ it represents the same physical state as $\psi(t)$. The phase variation $\varphi(t)=it\psi(t)$, which preserves the norm to first order in $s$ and also leaves the physical state unchanged, has first variation $-T\|\psi(0)\|^2$, by `first_variation_of_solution` and norm conservation.

For a numerical instance, take $E=\mathbb C$, $H=2$, $T=3$ and $\psi(t)=e^{-2it}$. Then $R[\psi]=0$, and $\varphi(t)=t\psi(t)$ has $R[\varphi]=i\psi$. Since $|\psi(t)|=1$,
$$A[\psi+s\varphi]=\int_0^3 is(1+st)\,dt=3is+\tfrac92is^2.$$
The derivative at $s=0$ is $3i$, in agreement with $iT\|\psi(0)\|^2$.

## The boundary formula characterises solutions

```lean
/-- Converse: if every C¹ variation vanishing at time `0` changes the action to first order by
`i ⟨ψ(T), φ(T)⟩`, then `ψ` solves the Schrödinger equation on `[0, T]`. -/
theorem solution_of_first_variation [CompleteSpace E] (hT : 0 < T) (hH : Continuous H)
    (hs : ∀ t, (H t : E →ₗ[ℂ] E).IsSymmetric) (hψ : ContDiff ℝ 1 ψ)
    (hvar : ∀ φ : ℝ → E, ContDiff ℝ 1 φ → φ 0 = 0 →
      HasFirstVariation H T ψ φ (I * ⟪ψ T, φ T⟫_ℂ)) :
    ∀ t ∈ Set.Icc 0 T, I • deriv ψ t = H t (ψ t) := by
  have hR := continuous_residual hH hψ
  -- `S` integrates the residual back from `T`; the test variation `φ` integrates `S` from `0`
  obtain ⟨S, hS, hST⟩ : ∃ S : ℝ → E, (∀ t, HasDerivAt S (residual H ψ t) t) ∧ S T = 0 :=
    ⟨fun t => ∫ u in T..t, residual H ψ u,
      fun t => (hR.integral_hasStrictDerivAt T t).hasDerivAt, by simp⟩
  have cS : Continuous S := continuous_iff_continuousAt.mpr fun t => (hS t).continuousAt
  obtain ⟨φ, hφ, hφ0⟩ : ∃ φ : ℝ → E, (∀ t, HasDerivAt φ (S t) t) ∧ φ 0 = 0 :=
    ⟨fun t => ∫ u in (0 : ℝ)..t, S u,
      fun t => (cS.integral_hasStrictDerivAt 0 t).hasDerivAt, by simp⟩
  have hφ1 : ContDiff ℝ 1 φ := contDiff_one_iff_deriv.mpr
    ⟨fun t => (hφ t).differentiableAt, by rwa [funext fun t => (hφ t).deriv]⟩
  have hz := HasDerivAt.unique (first_variation (T := T) hH hs hψ hφ1) (hvar φ hφ1 hφ0)
  rw [hφ0, inner_zero_right] at hz
  have cφR := hφ1.continuous.inner (𝕜 := ℂ) hR
  have cRφ := hR.inner (𝕜 := ℂ) hφ1.continuous
  have cSS := cS.inner (𝕜 := ℂ) cS
  have j1 := cφR.intervalIntegrable (μ := MeasureTheory.volume) 0 T
  have j2 := cRφ.intervalIntegrable (μ := MeasureTheory.volume) 0 T
  have j3 := cSS.intervalIntegrable (μ := MeasureTheory.volume) 0 T
  have k1 := intervalIntegral.integral_eq_sub_of_hasDerivAt
    (fun t _ => (hφ t).inner ℂ (hS t)) (j1.add j3)
  have k2 := intervalIntegral.integral_eq_sub_of_hasDerivAt
    (fun t _ => (hS t).inner ℂ (hφ t)) (j3.add j2)
  rw [intervalIntegral.integral_add j1 j3] at k1
  rw [intervalIntegral.integral_add j3 j2] at k2
  simp only [hST, hφ0, inner_zero_left, inner_zero_right, sub_zero] at k1 k2
  have hc : ∫ t in (0 : ℝ)..T, ⟪S t, S t⟫_ℂ = 0 := by
    linear_combination (k1 + k2 - hz) / 2
  simp only [inner_self_ofReal] at hc
  rw [intervalIntegral.integral_ofReal] at hc
  have hint : ∫ t in (0 : ℝ)..T, ‖S t‖ ^ 2 = 0 := Complex.ofReal_eq_zero.mp hc
  -- a continuous nonnegative function with zero integral vanishes
  have hS0 : ∀ t ∈ Set.Icc 0 T, S t = 0 := by
    intro t ht
    by_contra hne
    have hpos := intervalIntegral.integral_pos hT (cS.norm.pow 2).continuousOn
      (fun x _ => sq_nonneg ‖S x‖) ⟨t, ht, pow_pos (norm_pos_iff.mpr hne) 2⟩
    exact absurd hint (ne_of_gt hpos)
  intro t ht
  have hd : HasDerivWithinAt S 0 (Set.Icc 0 T) t :=
    (hasDerivWithinAt_const t (Set.Icc 0 T) (0 : E)).congr hS0 (hS0 t ht)
  exact sub_eq_zero.mp
    ((uniqueDiffOn_Icc hT t ht).eq_deriv _ (hS t).hasDerivWithinAt hd)

end

end QuantumActionBoundary
```

Now $T>0$, the Hamiltonian is again Hermitian and continuous in time, and $\psi$ is any $C^1$ path. The hypothesis `hvar` says that every $C^1$ variation with $\varphi(0)=0$ has first variation $i\langle\psi(T),\varphi(T)\rangle$. The conclusion is that $\psi$ solves the Schrödinger equation on $[0,T]$. The theorem assumes that the space is complete (`CompleteSpace E`), as every finite-dimensional one is, because the proof given here integrates vector-valued functions.

Write $R=R[\psi]$. The argument picks one variation, built by integrating the residual twice:
$$S(t)=\int_T^tR(u)\,du,\qquad \varphi(t)=\int_0^tS(u)\,du.$$
Thus $S'=R$, $S(T)=0$, $\varphi'=S$ and $\varphi(0)=0$. Comparing the general first variation with the assumed one gives
$$\int_0^T\big(\langle\varphi,R\rangle+\langle R,\varphi\rangle\big)dt=0.$$
This is `hz`, which uses the uniqueness of derivatives. Next, $\frac{d}{dt}\langle\varphi,S\rangle=\langle S,S\rangle+\langle\varphi,R\rangle$, and $\langle\varphi,S\rangle$ vanishes at both ends. Therefore
$$\int_0^T\langle\varphi,R\rangle\,dt=-\int_0^T\|S\|^2dt,$$
and the same holds with the slots exchanged. These two identities are `k1` and `k2`. Together with `hz` they give $\int_0^T\|S\|^2dt=0$.

A continuous nonnegative function with zero integral vanishes, so $S=0$ on $[0,T]$ (`hS0`). Its derivative $R$ is then zero there too. At the two end times the derivative is taken from inside the interval, which is the role of `HasDerivWithinAt` in the last lines.

```lean
#print axioms QuantumActionBoundary.first_variation_of_solution
#print axioms QuantumActionBoundary.first_variation_linear_ramp
#print axioms QuantumActionBoundary.solution_of_first_variation
```

```
'QuantumActionBoundary.first_variation_of_solution' depends on axioms: [propext, Classical.choice, Quot.sound]
'QuantumActionBoundary.first_variation_linear_ramp' depends on axioms: [propext, Classical.choice, Quot.sound]
'QuantumActionBoundary.solution_of_first_variation' depends on axioms: [propext, Classical.choice, Quot.sound]
```
